# A row-sum bound for the inverse KKR matrix under diagonal dominance

## The KKR matrix and the bound

Let $i$ and $j$ label a finite set of scattering sites, with one complex amplitude per site. The number $t_i \neq 0$ is the single-site scattering amplitude, and $G_{ij}$ is the propagator that carries a wave from site $j$ to site $i$. The KKR matrix and the scattering path matrix are

$$M = \mathrm{diag}(1/t_i) - G, \qquad \tau = M^{-1}.$$

Write $S_i = \sum_j |G_{ij}|$ for the total propagator strength into site $i$. Suppose that some $d > 0$ satisfies

$$|1/t_i| \ge d + S_i \quad\text{for every } i.$$

Then $M$ is invertible, and every row of $\tau$ obeys

$$\sum_j |\tau_{ij}| \le \frac{1}{d}.$$

The number $d$ is a margin: it measures by how much the inverse scattering strength of a site exceeds everything that can be propagated into it. The condition therefore describes weak scattering or weak coupling between sites. In a real-space cluster $G_{ii} = 0$, but the result holds for any diagonal, including the nonzero one that lattice sums produce at a fixed Bloch vector.

## Residuals and excluded energies in a multiple-scattering code

In this model the site amplitudes $x$ produced by an incident field $y$ satisfy $Mx = y$, a linear system that a code can solve numerically. If an approximate solution leaves the residual $r$, its error $e$ satisfies $Me = r$, and the bound gives

$$\max_i |e_i| \le \frac{1}{d}\max_i |r_i|.$$

The largest admissible $d$ is the minimum over sites of $|1/t_i| - S_i$, which costs one pass over the matrix. If it is positive, the residual controls the error without an estimate of the condition number.

In electronic structure, zeros of $\det M$ as a function of energy locate bound states or bands. For a finite model with a diagonal $t$, an energy at which the margin is positive cannot be such a zero. For bands, $G$ depends on the Bloch vector, so the energy is excluded only at the Bloch vector for which the margin was computed. The test is only sufficient: a non-positive margin decides nothing.

## From the largest amplitude to the row sum

**Self-consistent form.** Row $i$ of $Mx = y$ reads $x_i/t_i - \sum_j G_{ij}x_j = y_i$. Since $t_i \ne 0$, this is equivalent to

$$x_i = t_i\Big(y_i + \sum_j G_{ij}x_j\Big).$$

Each site scatters the incident field plus the propagated waves.

**Amplitude bound.** Let $|y_i| \le b$ for all $i$, and let $p$ be a site where $|x_p|$ is largest. Then $|\sum_j G_{pj}x_j| \le S_p|x_p|$, so

$$|x_p| \le |t_p|\,(b + S_p|x_p|).$$

Multiplying the margin condition at $p$ by $|t_p|$ and by $|x_p|$ gives $|t_p|(d + S_p)|x_p| \le |x_p|$. Combining the two inequalities and cancelling $|t_p| > 0$,

$$(d + S_p)|x_p| \le b + S_p|x_p|,$$

hence $d|x_p| \le b$. Every other site $k$ has $|x_k| \le |x_p|$, so $d|x_k| \le b$ as well.

**Invertibility.** If $Mx = 0$, take $b = 0$. Then $d|x_k| \le 0$ for every $k$, so $x = 0$. A square matrix without a nonzero null vector is invertible. Each incident field $y$ therefore has exactly one self-consistent solution, $x = \tau y$.

**Row sums.** Fix $i$ and choose the source $y_j = |\tau_{ij}|/\tau_{ij}$, or $y_j = 0$ where $\tau_{ij} = 0$. Then $|y_j| \le 1$, and the response $x = \tau y$ has

$$x_i = \sum_j \tau_{ij}y_j = \sum_j |\tau_{ij}|.$$

The amplitude bound with $b = 1$ gives $d\sum_j|\tau_{ij}| \le 1$.

**Equality.** Let $G_{ij} = g_{ij} \ge 0$ be real and let $1/t_i = d + \sum_j g_{ij}$. With $\mathbf 1$ the vector of ones,

$$(M\mathbf 1)_i = d + \sum_j g_{ij} - \sum_j g_{ij} = d.$$

For $d > 0$ this means $d\sum_j\tau_{ij} = 1$, so $1 \le d\sum_j|\tau_{ij}|$. With the upper bound, every absolute row sum equals $1/d$. If instead $d = 0$ and there is at least one site, $M\mathbf 1 = 0$ and $M$ is singular.

Two sites with zero diagonal and $g_{12} = g_{21} = g > 0$ show both cases:

$$M = \begin{pmatrix} d+g & -g\\ -g & d+g\end{pmatrix}, \qquad \det M = d(d+2g).$$

## The Lean file

```lean
import Mathlib

open Matrix

namespace KKRExistenceBounds

noncomputable section

variable {n : Type*} [Fintype n] [DecidableEq n]

/-- The KKR matrix: inverse single-site amplitudes on the diagonal, minus the propagator `G`. -/
def kkrMatrix (t : n → ℂ) (G : Matrix n n ℂ) : Matrix n n ℂ :=
  Matrix.diagonal (fun i => (t i)⁻¹) - G

/-- The scattering path matrix: the inverse of the KKR matrix. -/
def scatteringPath (t : n → ℂ) (G : Matrix n n ℂ) : Matrix n n ℂ :=
  (kkrMatrix t G)⁻¹

/-- The KKR matrix acting on a vector of site amplitudes, written out site by site. -/
theorem kkrMatrix_mulVec (t : n → ℂ) (G : Matrix n n ℂ) (x : n → ℂ) (i : n) :
    (kkrMatrix t G *ᵥ x) i = (t i)⁻¹ * x i - ∑ j, G i j * x j := by
  rw [kkrMatrix, Matrix.sub_mulVec, Pi.sub_apply, Matrix.mulVec_diagonal]
  rfl

/-- For nonzero single-site amplitudes, the KKR linear system with source `y` is equivalent to the
self-consistent equations in which each site scatters the incident field plus the waves propagated
from the sites. -/
theorem kkr_iff_selfConsistent {t : n → ℂ} (ht : ∀ i, t i ≠ 0) (G : Matrix n n ℂ)
    (x y : n → ℂ) :
    kkrMatrix t G *ᵥ x = y ↔ ∀ i, x i = t i * (y i + ∑ j, G i j * x j) := by
  rw [funext_iff]
  apply forall_congr'
  intro i
  rw [kkrMatrix_mulVec]
  have h1 : t i * (t i)⁻¹ = 1 := mul_inv_cancel₀ (ht i)
  constructor
  · intro e
    linear_combination t i * e - x i * h1
  · intro e
    linear_combination (t i)⁻¹ * e + (y i + ∑ j, G i j * x j) * h1

/-- Let every `t i` be nonzero, `d ≥ 0`, and `‖t i‖ * (d + ∑ j, ‖G i j‖) ≤ 1` on every site. If the
source of the KKR system is at most `b` in absolute value on every site, then `d` times the absolute
amplitude on any site is at most `b`. -/
theorem amplitude_bound {t : n → ℂ} (ht : ∀ i, t i ≠ 0) {G : Matrix n n ℂ} {d : ℝ}
    (hd : 0 ≤ d) (h : ∀ i, ‖t i‖ * (d + ∑ j, ‖G i j‖) ≤ 1) {x y : n → ℂ} {b : ℝ}
    (hx : kkrMatrix t G *ᵥ x = y) (hy : ∀ i, ‖y i‖ ≤ b) (k : n) :
    d * ‖x k‖ ≤ b := by
  -- look at the site `p` with the largest amplitude
  obtain ⟨p, -, hp⟩ := Finset.exists_max_image Finset.univ (fun i => ‖x i‖)
    ⟨k, Finset.mem_univ k⟩
  have hsum : ‖∑ j, G p j * x j‖ ≤ (∑ j, ‖G p j‖) * ‖x p‖ := by
    rw [Finset.sum_mul]
    refine (norm_sum_le _ _).trans (Finset.sum_le_sum fun j hj => ?_)
    rw [norm_mul]
    exact mul_le_mul_of_nonneg_left (hp j hj) (norm_nonneg _)
  have hup : ‖x p‖ ≤ ‖t p‖ * (b + (∑ j, ‖G p j‖) * ‖x p‖) := by
    have e := (kkr_iff_selfConsistent ht G x y).1 hx p
    calc ‖x p‖ = ‖t p‖ * ‖y p + ∑ j, G p j * x j‖ := by
          rw [← norm_mul, ← e]
      _ ≤ ‖t p‖ * (b + (∑ j, ‖G p j‖) * ‖x p‖) :=
          mul_le_mul_of_nonneg_left
            ((norm_add_le _ _).trans (add_le_add (hy p) hsum)) (norm_nonneg _)
  have hlow := mul_le_mul_of_nonneg_right (h p) (norm_nonneg (x p))
  -- cancel the nonzero single-site amplitude
  have hc : (d + ∑ j, ‖G p j‖) * ‖x p‖ ≤ b + (∑ j, ‖G p j‖) * ‖x p‖ := by
    refine le_of_mul_le_mul_left ?_ (norm_pos_iff.2 (ht p))
    linarith
  have hk : d * ‖x k‖ ≤ d * ‖x p‖ :=
    mul_le_mul_of_nonneg_left (hp k (Finset.mem_univ k)) hd
  linarith

/-- Every complex number is rotated onto its absolute value by a factor of modulus at most one. -/
theorem exists_phase (z : ℂ) : ∃ u : ℂ, ‖u‖ ≤ 1 ∧ z * u = (‖z‖ : ℂ) := by
  by_cases hz : z = 0
  · exact ⟨0, by simp, by simp [hz]⟩
  · refine ⟨(‖z‖ : ℂ) / z, ?_, ?_⟩
    · rw [norm_div, Complex.norm_real, norm_norm, div_self (norm_ne_zero_iff.2 hz)]
    · field_simp

/-- If all single-site amplitudes are nonzero and the modulus of each inverse amplitude exceeds the
total propagator strength of its row by at least `d > 0`, the KKR matrix is invertible and every row
of the scattering path matrix has absolute entries summing to at most `1 / d`. -/
theorem kkr_existence_bound {t : n → ℂ} (ht : ∀ i, t i ≠ 0) {G : Matrix n n ℂ} {d : ℝ}
    (hd : 0 < d) (h : ∀ i, ‖t i‖ * (d + ∑ j, ‖G i j‖) ≤ 1) :
    IsUnit (kkrMatrix t G) ∧ ∀ i, ∑ j, ‖scatteringPath t G i j‖ ≤ 1 / d := by
  -- a source-free solution vanishes, so the determinant is nonzero
  have hdet : IsUnit (kkrMatrix t G).det := by
    refine isUnit_iff_ne_zero.2 fun h0 => ?_
    obtain ⟨v, hv, hv0⟩ := Matrix.exists_mulVec_eq_zero_iff.2 h0
    apply hv
    funext k
    have hb := amplitude_bound ht hd.le h hv0 (b := 0) (fun i => by simp) k
    have hk : ‖v k‖ ≤ 0 := by
      by_contra hcon
      exact absurd hb (not_le_of_gt (mul_pos hd (not_le.1 hcon)))
    exact norm_le_zero_iff.1 hk
  refine ⟨(Matrix.isUnit_iff_isUnit_det _).2 hdet, fun i => ?_⟩
  -- a source whose phases align all contributions to site `i`
  choose u hu1 hu2 using exists_phase
  let y : n → ℂ := fun j => u (scatteringPath t G i j)
  have hx : kkrMatrix t G *ᵥ (scatteringPath t G *ᵥ y) = y := by
    rw [Matrix.mulVec_mulVec, scatteringPath, Matrix.mul_nonsing_inv _ hdet,
      Matrix.one_mulVec]
  have hb := amplitude_bound ht hd.le h hx (b := 1) (fun j => hu1 _) i
  have hval : (scatteringPath t G *ᵥ y) i
      = ((∑ j, ‖scatteringPath t G i j‖ : ℝ) : ℂ) := by
    rw [Complex.ofReal_sum]
    exact Finset.sum_congr rfl fun j _ => hu2 _
  rw [hval, Complex.norm_real, Real.norm_of_nonneg
    (Finset.sum_nonneg fun j _ => norm_nonneg _)] at hb
  rw [le_div_iff₀ hd]
  linarith

/-- If every `t i` is nonzero and, for some `d > 0`, `‖t i‖ * (d + ∑ j, ‖G i j‖) ≤ 1` on every site,
then every incident field `y` has exactly one self-consistent set of site amplitudes. -/
theorem existsUnique_selfConsistent {t : n → ℂ} (ht : ∀ i, t i ≠ 0) {G : Matrix n n ℂ}
    {d : ℝ} (hd : 0 < d) (h : ∀ i, ‖t i‖ * (d + ∑ j, ‖G i j‖) ≤ 1) (y : n → ℂ) :
    ∃! x : n → ℂ, ∀ i, x i = t i * (y i + ∑ j, G i j * x j) := by
  have hdet := (Matrix.isUnit_iff_isUnit_det _).1 (kkr_existence_bound ht hd h).1
  refine ⟨(kkrMatrix t G)⁻¹ *ᵥ y, ?_, fun z hz => ?_⟩
  · apply (kkr_iff_selfConsistent ht G _ y).1
    rw [Matrix.mulVec_mulVec, Matrix.mul_nonsing_inv _ hdet, Matrix.one_mulVec]
  · rw [← (kkr_iff_selfConsistent ht G z y).2 hz, Matrix.mulVec_mulVec,
      Matrix.nonsing_inv_mul _ hdet, Matrix.one_mulVec]

/-- For a real propagator `g` with `1 / t i = d + ∑ j, g i j` on every site, the KKR matrix
multiplies the uniform vector by `d`. -/
theorem kkr_uniform {t : n → ℂ} {g : Matrix n n ℝ} {d : ℝ}
    (h : ∀ i, t i * ((d + ∑ j, g i j : ℝ) : ℂ) = 1) :
    kkrMatrix t (g.map (fun r => (r : ℂ))) *ᵥ (fun _ => 1) = fun _ => (d : ℂ) := by
  funext i
  rw [kkrMatrix_mulVec, ← eq_inv_of_mul_eq_one_right (h i)]
  simp [Matrix.map_apply]

/-- For `d > 0` and a nonnegative real propagator with `1 / t i = d + ∑ j, g i j` on every site,
every absolute row sum of the scattering path matrix equals `1 / d`. -/
theorem kkr_bound_sharp {t : n → ℂ} {g : Matrix n n ℝ} {d : ℝ} (hd : 0 < d)
    (hg : ∀ i j, 0 ≤ g i j) (h : ∀ i, t i * ((d + ∑ j, g i j : ℝ) : ℂ) = 1) (i : n) :
    ∑ j, ‖scatteringPath t (g.map (fun r => (r : ℂ))) i j‖ = 1 / d := by
  have ht : ∀ i, t i ≠ 0 := fun i h0 => by
    have hi := h i
    rw [h0, zero_mul] at hi
    exact zero_ne_one hi
  have hm : ∀ i, ‖t i‖ * (d + ∑ j, ‖(g.map (fun r => (r : ℂ))) i j‖) ≤ 1 := fun i => by
    have hs : ∑ j, ‖(g.map (fun r => (r : ℂ))) i j‖ = ∑ j, g i j :=
      Finset.sum_congr rfl fun j _ => by
        rw [Matrix.map_apply, Complex.norm_real, Real.norm_of_nonneg (hg i j)]
    have hi := congrArg norm (h i)
    rw [norm_mul, Complex.norm_real, norm_one, Real.norm_of_nonneg
      (add_nonneg hd.le (Finset.sum_nonneg fun j _ => hg i j))] at hi
    rw [hs, hi]
  obtain ⟨hu, hle⟩ := kkr_existence_bound ht hd hm
  refine le_antisymm (hle i) ?_
  -- the response to the uniform source `d` is the uniform vector
  have hone : scatteringPath t (g.map (fun r => (r : ℂ))) *ᵥ (fun _ => (d : ℂ))
      = fun _ => 1 := by
    rw [← kkr_uniform h, Matrix.mulVec_mulVec, scatteringPath,
      Matrix.nonsing_inv_mul _ ((Matrix.isUnit_iff_isUnit_det _).1 hu), Matrix.one_mulVec]
  have hi : ∑ j, scatteringPath t (g.map (fun r => (r : ℂ))) i j * (d : ℂ) = 1 :=
    congrFun hone i
  have hn := norm_sum_le Finset.univ
    (fun j => scatteringPath t (g.map (fun r => (r : ℂ))) i j * (d : ℂ))
  simp only [hi, norm_one, norm_mul, Complex.norm_real, Real.norm_of_nonneg hd.le] at hn
  rw [← Finset.sum_mul] at hn
  rwa [div_le_iff₀ hd]

/-- For at least one site and a real propagator with `1 / t i = ∑ j, g i j` on every site, the KKR
matrix is singular. -/
theorem kkr_singular_without_margin [Nonempty n] {t : n → ℂ} {g : Matrix n n ℝ}
    (h : ∀ i, t i * ((∑ j, g i j : ℝ) : ℂ) = 1) :
    (kkrMatrix t (g.map (fun r => (r : ℂ)))).det = 0 := by
  refine Matrix.exists_mulVec_eq_zero_iff.1 ⟨fun _ => 1, fun h0 => ?_, ?_⟩
  · exact one_ne_zero (congrFun h0 (Classical.arbitrary n))
  · rw [kkr_uniform (d := 0) (fun i => by rw [zero_add]; exact h i)]
    funext i
    simp

end

end KKRExistenceBounds
```

```lean
#print axioms KKRExistenceBounds.kkr_existence_bound
#print axioms KKRExistenceBounds.existsUnique_selfConsistent
#print axioms KKRExistenceBounds.kkr_bound_sharp
#print axioms KKRExistenceBounds.kkr_singular_without_margin
```

```
'KKRExistenceBounds.kkr_existence_bound' depends on axioms: [propext, Classical.choice, Quot.sound]
'KKRExistenceBounds.existsUnique_selfConsistent' depends on axioms: [propext, Classical.choice, Quot.sound]
'KKRExistenceBounds.kkr_bound_sharp' depends on axioms: [propext, Classical.choice, Quot.sound]
'KKRExistenceBounds.kkr_singular_without_margin' depends on axioms: [propext, Classical.choice, Quot.sound]
```

## How the Lean statements express the physics

The type `n` is the finite set of sites, `t : n → ℂ` holds the amplitudes, and `G : Matrix n n ℂ` is the propagator with the receiving site as row index. `kkrMatrix t G` is $M$, `scatteringPath t G` is $\tau$, `*ᵥ` is the matrix-vector product and `‖·‖` on a complex number is its modulus.

The main theorem, `kkr_existence_bound`, takes the margin condition in the form `‖t i‖ * (d + ∑ j, ‖G i j‖) ≤ 1`, which for nonzero $t_i$ is the condition above multiplied by $|t_i|$. A vanishing amplitude would satisfy this product form trivially, while Lean sets `0⁻¹ = 0`; the hypothesis `ht` rules that case out. The conclusion has two parts: `IsUnit (kkrMatrix t G)`, which says that $M$ is invertible, and the row-sum bound for every `i`.

## How the proof follows the derivation

`kkrMatrix_mulVec` writes out a row of $Mx$, and `kkr_iff_selfConsistent` passes between the linear system and the self-consistent equations. Its two `linear_combination` steps multiply by $t_i$ or by its inverse.

In `amplitude_bound`, `Finset.exists_max_image` picks the site `p`. The facts `hsum`, `hup` and `hlow` are the three inequalities at that site, and `hc` is the result of cancelling $|t_p|$. `exists_phase` supplies the aligning factor for one complex number; `choose` turns it into a function `u`, from which the main proof builds the source `y`. The value of the response at `i` is `hval`.

`existsUnique_selfConsistent` states the unique solution for each incident field. `kkr_uniform` computes $M\mathbf 1$; `kkr_bound_sharp` and `kkr_singular_without_margin` use it for $d > 0$ and $d = 0$.

## From a null vector to a determinant

The step from an estimate to an inverse rests on the Mathlib lemma `Matrix.exists_mulVec_eq_zero_iff`. It says that a square matrix has a nonzero vector `v` with `M *ᵥ v = 0` exactly when its determinant is zero.

The main proof assumes a zero determinant and uses the direction `.2` to obtain `v`, a proof `hv` that `v ≠ 0`, and the equation `hv0`. The line `apply hv` changes the goal from a contradiction to `v = 0`, which `amplitude_bound` settles site by site. The resulting `hdet` is what `Matrix.mul_nonsing_inv` requires before it will simplify $M M^{-1}$ to the identity. No determinant is ever expanded.

`kkr_singular_without_margin` uses the direction `.1`: it supplies the uniform vector as a null vector and concludes that the determinant vanishes.

## Scope of the guarantee for a code

Invertibility and the row-sum bound hold for every finite number of sites, all nonzero amplitudes and every complex propagator that together meet the margin condition. They concern exact complex numbers, so rounding in $t$, $G$ or the computed margin needs its own allowance.

The margin condition is assumed, not derived from a potential, a geometry or an energy. The single-site matrix is diagonal: several angular-momentum channels fit if `n` labels site and channel together and $t$ does not mix channels. A non-spherical scatterer that mixes them can be treated by taking the diagonal entries of the inverse single-site matrix as $1/t_i$ and subtracting its off-diagonal part from $G$, provided that the margin condition holds for the result. An infinite cluster is not covered, nor is the error made by truncating one. A periodic crystal enters at a fixed Bloch vector, with the finitely many sites of one cell as labels.

The equality result applies to nonnegative real propagators with matched amplitudes. For other systems the actual row sums may lie well below $1/d$.
